# The Gouy–Chapman charging energy has derivative 2 arsinh(s/2) in the reduced surface charge

In Gouy–Chapman theory, a planar charged surface faces a symmetric z:z electrolyte of point ions. Measure the surface potential in units of kT/(ze) and the surface charge density s in units of εκkT/(ze), where ε is the permittivity of the solvent and 1/κ is the Debye length. The potential is then 2 arsinh(s/2), and the charging energy per unit area, in units of εκ(kT/(ze))² and set to zero at s = 0, is 2s arsinh(s/2) − 2√(s² + 4) + 4. The file takes this last formula as a definition and does not derive it from the model. The theorem `hasDerivAt_chargingEnergy` states that at every real s the function has derivative 2 arsinh(s/2). The proof differentiates term by term, using the chain rule for arsinh(s/2), and then shows that the two remaining algebraic terms cancel.

This version doesn't compile in Lean 4 with Mathlib:

```lean
import Mathlib

namespace DoubleLayerCharging

noncomputable section

/-- Charging energy of the diffuse double layer at reduced surface charge `s`. -/
def chargingEnergy (s : ℝ) : ℝ :=
  2 * s * Real.arsinh (s / 2) - 2 * Real.sqrt (s ^ 2 + 4) + 4

/-- The square root in the charging energy equals twice the hyperbolic cosine of `arsinh (s / 2)`.
-/
theorem sqrt_eq_cosh (s : ℝ) :
    Real.sqrt (s ^ 2 + 4) = 2 * Real.cosh (Real.arsinh (s / 2)) := by
  rw [Real.cosh_arsinh, show s ^ 2 + 4 = 2 ^ 2 * (1 + (s / 2) ^ 2) by ring,
    Real.sqrt_mul (by positivity), Real.sqrt_sq (by norm_num)]

/-- The derivative of the charging energy with respect to the surface charge is
`2 arsinh (s / 2)`. -/
theorem hasDerivAt_chargingEnergy (s : ℝ) :
    HasDerivAt chargingEnergy (2 * Real.arsinh (s / 2)) s := by
  have h1 : HasDerivAt (fun x : ℝ => x / 2) (1 / 2) s := (hasDerivAt_id' s).div_const 2
  have h2 : HasDerivAt (fun x : ℝ => Real.arsinh (x / 2))
      ((Real.sqrt (1 + (s / 2) ^ 2))⁻¹ * (1 / 2)) s :=
    (Real.hasDerivAt_arsinh (s / 2)).comp s h1
  have hq : HasDerivAt (fun x : ℝ => x ^ 2 + 4) (2 * s) s :=
    ((hasDerivAt_pow 2 s).add_const 4).congr_deriv (by norm_num)
  have hne : s ^ 2 + 4 ≠ 0 := by positivity
  have h3 : HasDerivAt (fun x : ℝ => Real.sqrt (x ^ 2 + 4))
      (2 * s / (2 * Real.sqrt (s ^ 2 + 4))) s := hq.sqrt hne
  have h4 := ((((hasDerivAt_id' s).const_mul 2).fun_mul h2).fun_sub
    (h3.const_mul 2)).add_const 4
  -- the two algebraic terms cancel and only the potential remains
  have e : 2 * 1 * Real.arsinh (s / 2)
      + 2 * s * ((Real.sqrt (1 + (s / 2) ^ 2))⁻¹ * (1 / 2))
      - 2 * (2 * s / (2 * Real.sqrt (s ^ 2 + 4))) = 2 * Real.arsinh (s / 2) := by
    rw [sqrt_eq_cosh, Real.cosh_arsinh]
    ring
  exact h4.congr_deriv e

end

end DoubleLayerCharging
```

The compiler's answer:

```
Main.lean:25:44: error: Application type mismatch: The argument
  h1
has type
  HasDerivAt (fun x => x / 2) (1 / 2) s
but is expected to have type
  HasDerivAt (fun x => x / 2 + √(1 + (x / 2) ^ 2)) (1 / 2) s
in the application
  HasDerivAt.comp s ?m.123 h1
Main.lean:25:4: error: Application type mismatch: The argument
  Real.hasDerivAt_arsinh (s / 2)
has type
  HasDerivAt Real.arsinh (√(1 + (s / 2) ^ 2))⁻¹ (s / 2)
but is expected to have type
  HasDerivAt Real.log (√(1 + (s / 2) ^ 2))⁻¹ (s / 2 + √(1 + (s / 2) ^ 2))
in the application
  HasDerivAt.comp s (Real.hasDerivAt_arsinh (s / 2))
```

As a diff, the version that Lean accepts:

```diff
@@ -22,6 +22,7 @@
   have h1 : HasDerivAt (fun x : ℝ => x / 2) (1 / 2) s := (hasDerivAt_id' s).div_const 2
   have h2 : HasDerivAt (fun x : ℝ => Real.arsinh (x / 2))
-      ((Real.sqrt (1 + (s / 2) ^ 2))⁻¹ * (1 / 2)) s :=
-    (Real.hasDerivAt_arsinh (s / 2)).comp s h1
+      ((Real.sqrt (1 + (s / 2) ^ 2))⁻¹ * (1 / 2)) s := by
+    have hcomp := (Real.hasDerivAt_arsinh (s / 2)).comp s h1
+    exact hcomp
   have hq : HasDerivAt (fun x : ℝ => x ^ 2 + 4) (2 * s) s :=
     ((hasDerivAt_pow 2 s).add_const 4).congr_deriv (by norm_num)
```

What went wrong. Both errors come from the chain-rule step `h2`. Its stated type gives the function as `fun x => Real.arsinh (x / 2)`, and Lean used that type to work out which two functions `HasDerivAt.comp` was composing. It unfolded `Real.arsinh` to its definition, the logarithm of x + √(1 + x²), and took `Real.log` as the outer function and `x / 2 + √(1 + (x / 2) ^ 2)` as the inner one. The first message says that `h1`, the derivative of `x / 2`, does not fit that inner function. The second says that the derivative of `Real.arsinh` does not fit where one of `Real.log` is expected.

The repair first builds the composition as `hcomp`, with no stated type, so the two functions are read off from the derivative facts supplied: `Real.arsinh` outside and `x / 2` inside. `exact hcomp` then only has to check that this composition agrees with the function in `h2`, which it does by definition. The added `by` just switches to tactic mode, in which these two steps are written.
